# Every level of an alternating Hückel ring satisfies $|a-b|\le|x|\le a+b$ for non-negative bond weights

A conjugated ring with alternating short and long bonds has a strong coupling across each short bond and a weaker one across each long bond. As the ring grows, its π levels crowd together. Does the empty region in the middle of the spectrum survive, or does it close as atoms are added?

## The bound and its two edges

Take a ring of $n$ cells, each holding one atom $A_i$ and one atom $B_i$, so that there are $2n$ atoms. The bond $A_iB_i$ has weight $a$ and the bond $A_iB_{i-1}$ has weight $b$, with cell indices counted modulo $n$. All site energies are equal and serve as the zero of energy. For $a,b\ge 0$, every eigenvalue $x$ of the Hückel matrix $H$ satisfies

$$|a-b|\le |x|\le a+b .$$

Neither edge depends on $n$. If $a\ne b$, the interval between $-|a-b|$ and $|a-b|$ contains no level, however long the ring. The value $a+b$ is always a level. For positive weights, the modulus $|a-b|$ is reached exactly when $n$ is even, so a uniform ring has a level at zero exactly when its number of atoms is divisible by four.

The letters $a$ and $b$ are the magnitudes often written $|\beta_1|$ and $|\beta_2|$, or $t_1$ and $t_2$. With negative resonance integrals and site energy $\alpha$, the orbital energy is $E=\alpha-x$, so $x=a+b$ is the lowest orbital.

## Spectral limits in a density-matrix expansion

A Chebyshev code needs a matrix whose spectrum lies in $[-1,1]$. Here $H/(a+b)$ has that property when $a+b>0$, and no smaller divisor works. Row sums of $H$ give the same upper limit, but they say nothing about the hole around zero.

That hole matters when the code builds the density matrix of the half-filled ring at zero temperature. Changing the sign of all $B$ amplitudes turns a level $x$ into $-x$, so for $a\neq b$ half the levels lie on each side of zero. The projector on the occupied orbitals is then $P=\tfrac12(1+\operatorname{sgn}H)$. A polynomial that replaces the sign function has to be accurate only for scaled levels with modulus between $\delta=|a-b|/(a+b)$ and $1$. The degree needed for a given accuracy in operator norm can therefore be chosen independently of $n$. This use of the bound is ordinary reasoning added to the Lean theorems.

For $a=1.2$ and $b=0.8$, the code divides $H$ by $2$ and works with $\delta=0.2$. With $n=2$ the levels are $\pm2$ and $\pm0.4$, so both edges are reached. With $n=3$ they are $\pm2$ and $\pm1.058$, the latter pair occurring twice, and the lower edge is missed. In this non-interacting model the orbital gap at half filling is at least $2|a-b|$.

## From neighbouring amplitudes to the bound

Write $u_i$ for the amplitude on $A_i$ and $v_i$ for that on $B_i$. The matrix acts as

$$(H\psi)_{A_i}=a v_i+b v_{i-1},\qquad (H\psi)_{B_i}=a u_i+b u_{i+1}.$$

For complex $z,w$ and real $a,b$,

$$|az+bw|^2=a^2|z|^2+b^2|w|^2+2ab\,\mathrm{Re}(\bar z w).$$

Since $|z\pm w|^2=|z|^2+|w|^2\pm2\,\mathrm{Re}(\bar z w)$, the cross term can be eliminated in two ways:

$$|az+bw|^2=(a^2-ab)|z|^2+(b^2-ab)|w|^2+ab|z+w|^2,$$

$$|az+bw|^2=(a^2+ab)|z|^2+(b^2+ab)|w|^2-ab|z-w|^2.$$

Put $z=v_i$, $w=v_{i-1}$ and sum over $i$. A shift around the ring only reorders the sum, so $\sum_i|v_{i-1}|^2=\sum_i|v_i|^2$, and the first two coefficients combine to $(a-b)^2$ or $(a+b)^2$. The same holds for $z=u_i$, $w=u_{i+1}$. Define

$$N=\sum_i(|u_i|^2+|v_i|^2),\qquad S_\pm=\sum_i|v_i\pm v_{i-1}|^2+\sum_i|u_i\pm u_{i+1}|^2 .$$

Adding the two sublattices gives

$$\|H\psi\|^2=(a-b)^2N+ab\,S_+=(a+b)^2N-ab\,S_- .$$

If $H\psi=x\psi$, the left side is $|x|^2N$. For a normalised eigenvector, $N=1$ and

$$|x|^2=(a-b)^2+ab\,S_+=(a+b)^2-ab\,S_- .$$

For $a,b\ge0$ the terms $ab\,S_\pm$ are non-negative, so $(a-b)^2\le|x|^2\le(a+b)^2$. Square roots give the bound.

The vector with all amplitudes equal has eigenvalue $a+b$; its normalised amplitudes are $1/\sqrt{2n}$.

At the lower edge, $|x|=|a-b|$ forces $ab\,S_+=0$. For $a,b>0$ every term of $S_+$ vanishes, hence $u_{i+1}=-u_i$ and $v_{i+1}=-v_i$. One full turn gives $u_i=(-1)^nu_i$, and likewise for $v_i$. If $n$ is odd, all amplitudes vanish, which an eigenvector excludes. If $n$ is even, $u_i=v_i=(-1)^i$ is consistent around the ring, and

$$a(-1)^i+b(-1)^{i\mp1}=(a-b)(-1)^i,$$

so $a-b$ is a level. Its normalised amplitudes are $(-1)^i/\sqrt{2n}$. Setting $a=b$ turns the lower edge into zero and gives the criterion for the uniform ring.

## The Lean source

```lean
import Mathlib

open Matrix

namespace AlternatingRing

noncomputable section

/-- Bond weights between the two sublattices of a ring of `n` cells: atom `A i` is bonded
to `B i` with weight `a` and to `B (i - 1)` with weight `b`. -/
def bonds (n : ℕ) (a b : ℝ) : Matrix (ZMod n) (ZMod n) ℂ :=
  Matrix.of fun i j => (if j = i then (a : ℂ) else 0) + (if j = i - 1 then (b : ℂ) else 0)

/-- The Hückel matrix of the ring of `2 n` atoms with alternating bond weights `a` and `b`;
`Sum.inl i` is the atom `A i` and `Sum.inr i` is the atom `B i`. -/
def huckel (n : ℕ) (a b : ℝ) : Matrix (ZMod n ⊕ ZMod n) (ZMod n ⊕ ZMod n) ℂ :=
  Matrix.fromBlocks 0 (bonds n a b) (bonds n a b)ᵀ 0

/-- The number `x` is a level of the ring: the Hückel matrix has a non-zero eigenvector
with eigenvalue `x`. -/
def IsLevel (n : ℕ) [NeZero n] (a b : ℝ) (x : ℂ) : Prop :=
  ∃ ψ : ZMod n ⊕ ZMod n → ℂ, ψ ≠ 0 ∧ huckel n a b *ᵥ ψ = x • ψ

variable {n : ℕ} [NeZero n]

/-- The Hückel matrix gives atom `A i` the weighted amplitudes of its neighbours
`B i` and `B (i - 1)`. -/
theorem huckel_inl (a b : ℝ) (ψ : ZMod n ⊕ ZMod n → ℂ) (i : ZMod n) :
    (huckel n a b *ᵥ ψ) (Sum.inl i) = a * ψ (Sum.inr i) + b * ψ (Sum.inr (i - 1)) := by
  simp [huckel, bonds, Matrix.mulVec, dotProduct, Fintype.sum_sum_type, add_mul,
    Finset.sum_add_distrib, ite_mul]

/-- The Hückel matrix gives atom `B i` the weighted amplitudes of its neighbours
`A i` and `A (i + 1)`. -/
theorem huckel_inr (a b : ℝ) (ψ : ZMod n ⊕ ZMod n → ℂ) (i : ZMod n) :
    (huckel n a b *ᵥ ψ) (Sum.inr i) = a * ψ (Sum.inl i) + b * ψ (Sum.inl (i + 1)) := by
  have h : ∀ j : ZMod n, i = j - 1 ↔ j = i + 1 := fun j => eq_sub_iff_add_eq.trans eq_comm
  simp [huckel, bonds, Matrix.mulVec, dotProduct, Fintype.sum_sum_type, add_mul,
    Finset.sum_add_distrib, ite_mul, h]

/-- Mixing an amplitude with its permuted copy, with real weights `a` and `b`, changes the total
squared norm by the factor `(a - b)²` or `(a + b)²`, up to a correction: `a * b` times an explicit
sum of squares, added in the first case and subtracted in the second. -/
theorem sum_mix {ι : Type*} [Fintype ι] (e : Equiv.Perm ι) (a b : ℝ) (v : ι → ℂ) :
    ∑ i, ‖(a : ℂ) * v i + b * v (e i)‖ ^ 2
        = (a - b) ^ 2 * ∑ i, ‖v i‖ ^ 2 + a * b * ∑ i, ‖v i + v (e i)‖ ^ 2 ∧
    ∑ i, ‖(a : ℂ) * v i + b * v (e i)‖ ^ 2
        = (a + b) ^ 2 * ∑ i, ‖v i‖ ^ 2 - a * b * ∑ i, ‖v i - v (e i)‖ ^ 2 := by
  have hs : ∑ i, ‖v (e i)‖ ^ 2 = ∑ i, ‖v i‖ ^ 2 := Equiv.sum_comp e (fun i => ‖v i‖ ^ 2)
  -- the two identities hold site by site, before the permuted sum is relabelled
  have h1 : ∀ z w : ℂ, ‖(a : ℂ) * z + b * w‖ ^ 2
      = (a ^ 2 - a * b) * ‖z‖ ^ 2 + (b ^ 2 - a * b) * ‖w‖ ^ 2 + a * b * ‖z + w‖ ^ 2 := by
    intro z w
    simp only [Complex.sq_norm, Complex.normSq_apply, Complex.add_re, Complex.add_im,
      Complex.mul_re, Complex.mul_im, Complex.ofReal_re, Complex.ofReal_im]
    ring
  have h2 : ∀ z w : ℂ, ‖(a : ℂ) * z + b * w‖ ^ 2
      = (a ^ 2 + a * b) * ‖z‖ ^ 2 + (b ^ 2 + a * b) * ‖w‖ ^ 2 - a * b * ‖z - w‖ ^ 2 := by
    intro z w
    simp only [Complex.sq_norm, Complex.normSq_apply, Complex.add_re, Complex.add_im,
      Complex.sub_re, Complex.sub_im,
      Complex.mul_re, Complex.mul_im, Complex.ofReal_re, Complex.ofReal_im]
    ring
  constructor
  · simp only [h1, Finset.sum_add_distrib, ← Finset.mul_sum, hs]
    ring
  · simp only [h2, Finset.sum_add_distrib, Finset.sum_sub_distrib, ← Finset.mul_sum, hs]
    ring

/-- For an eigenvector with eigenvalue `x`, the distances of `|x|²` from `(a - b)²` and from
`(a + b)²` are given by sums and differences of amplitudes in neighbouring cells. -/
theorem level_identity {a b : ℝ} {x : ℂ} {ψ : ZMod n ⊕ ZMod n → ℂ}
    (h : huckel n a b *ᵥ ψ = x • ψ) :
    ‖x‖ ^ 2 * ∑ s, ‖ψ s‖ ^ 2 = (a - b) ^ 2 * ∑ s, ‖ψ s‖ ^ 2
      + a * b * (∑ i, ‖ψ (Sum.inr i) + ψ (Sum.inr (i - 1))‖ ^ 2
        + ∑ i, ‖ψ (Sum.inl i) + ψ (Sum.inl (i + 1))‖ ^ 2) ∧
    ‖x‖ ^ 2 * ∑ s, ‖ψ s‖ ^ 2 = (a + b) ^ 2 * ∑ s, ‖ψ s‖ ^ 2
      - a * b * (∑ i, ‖ψ (Sum.inr i) - ψ (Sum.inr (i - 1))‖ ^ 2
        + ∑ i, ‖ψ (Sum.inl i) - ψ (Sum.inl (i + 1))‖ ^ 2) := by
  have hx : ‖x‖ ^ 2 * ∑ s, ‖ψ s‖ ^ 2 = ∑ s, ‖(huckel n a b *ᵥ ψ) s‖ ^ 2 := by
    rw [h, Finset.mul_sum]
    simp only [Pi.smul_apply, smul_eq_mul, norm_mul, mul_pow]
  obtain ⟨p, p'⟩ := sum_mix (Equiv.subRight (1 : ZMod n)) a b (fun i => ψ (Sum.inr i))
  obtain ⟨q, q'⟩ := sum_mix (Equiv.addRight (1 : ZMod n)) a b (fun i => ψ (Sum.inl i))
  simp only [Equiv.subRight_apply] at p p'
  simp only [Equiv.coe_addRight] at q q'
  rw [hx]
  simp only [Fintype.sum_sum_type, huckel_inl, huckel_inr]
  constructor
  · linear_combination p + q
  · linear_combination p' + q'

/-- Bond alternation keeps a gap: for non-negative bond weights `a` and `b`, every level `x`
of the ring satisfies `|a - b| ≤ |x| ≤ a + b`, whatever the number of cells. -/
theorem gap_and_bandwidth {a b : ℝ} (ha : 0 ≤ a) (hb : 0 ≤ b) {x : ℂ}
    (hx : IsLevel n a b x) : |a - b| ≤ ‖x‖ ∧ ‖x‖ ≤ a + b := by
  obtain ⟨ψ, hψ, h⟩ := hx
  obtain ⟨s, hs⟩ := Function.ne_iff.mp hψ
  have hs' : 0 < ‖ψ s‖ := norm_pos_iff.mpr hs
  have hN : 0 < ∑ s, ‖ψ s‖ ^ 2 :=
    Finset.sum_pos' (fun _ _ => by positivity) ⟨s, Finset.mem_univ s, by positivity⟩
  obtain ⟨h1, h2⟩ := level_identity h
  constructor
  · refine abs_le_of_sq_le_sq (le_of_mul_le_mul_right ?_ hN) (norm_nonneg x)
    rw [h1]
    exact le_add_of_nonneg_right (by positivity)
  · refine (le_abs_self _).trans
      (abs_le_of_sq_le_sq (le_of_mul_le_mul_right ?_ hN) (add_nonneg ha hb))
    rw [h2]
    exact sub_le_self _ (by positivity)

/-- For all real bond weights `a` and `b`, the number `a + b` is a level of the ring. -/
theorem top_level (a b : ℝ) : IsLevel n a b (a + b) := by
  refine ⟨fun _ => 1, fun h => by simpa using congrFun h (Sum.inl 0), ?_⟩
  ext s
  rcases s with i | i
  · simp [huckel_inl]
  · simp [huckel_inr]

omit [NeZero n] in
/-- On a ring with an odd number of cells, an amplitude that changes sign from each cell to
the next vanishes. -/
theorem frustrated {f : ZMod n → ℂ} (hn : Odd n) (h : ∀ i, f i + f (i + 1) = 0) (i : ZMod n) :
    f i = 0 := by
  have hk : ∀ k : ℕ, f (i + k) = (-1) ^ k * f i := by
    intro k
    induction k with
    | zero => simp
    | succ k ih =>
      rw [Nat.cast_succ, ← add_assoc, pow_succ]
      linear_combination h (i + k) - ih
  -- one full turn returns to the same cell with the opposite sign
  have ht := hk n
  rw [ZMod.natCast_self, add_zero, hn.neg_one_pow] at ht
  linear_combination ht / 2

/-- For positive bond weights, some level has modulus exactly `|a - b|` if and only if the
number `n` of cells is even. -/
theorem gap_attained_iff {a b : ℝ} (ha : 0 < a) (hb : 0 < b) :
    (∃ x, IsLevel n a b x ∧ ‖x‖ = |a - b|) ↔ Even n := by
  constructor
  · rintro ⟨x, ⟨ψ, hψ, h⟩, hx⟩
    by_contra hn
    have hodd : Odd n := Nat.not_even_iff_odd.mp hn
    have h1 := (level_identity h).1
    rw [hx, sq_abs] at h1
    have hp : 0 ≤ ∑ i, ‖ψ (Sum.inr i) + ψ (Sum.inr (i - 1))‖ ^ 2 := by positivity
    have hq : 0 ≤ ∑ i, ‖ψ (Sum.inl i) + ψ (Sum.inl (i + 1))‖ ^ 2 := by positivity
    have h0 := (mul_eq_zero.mp (left_eq_add.mp h1)).resolve_left (mul_pos ha hb).ne'
    obtain ⟨p, q⟩ := (add_eq_zero_iff_of_nonneg hp hq).mp h0
    -- equality forces a sign change between neighbouring cells on both sublattices
    have hv : ∀ i, ψ (Sum.inr i) + ψ (Sum.inr (i - 1)) = 0 := fun i => by
      simpa using (Finset.sum_eq_zero_iff_of_nonneg (fun _ _ => by positivity)).mp p i
        (Finset.mem_univ i)
    have hu : ∀ i, ψ (Sum.inl i) + ψ (Sum.inl (i + 1)) = 0 := fun i => by
      simpa using (Finset.sum_eq_zero_iff_of_nonneg (fun _ _ => by positivity)).mp q i
        (Finset.mem_univ i)
    apply hψ
    ext s
    rcases s with i | i
    · exact frustrated (f := fun i => ψ (Sum.inl i)) hodd hu i
    · refine frustrated (f := fun i => ψ (Sum.inr i)) hodd (fun j => ?_) i
      have hj := hv (j + 1)
      rw [add_sub_cancel_right] at hj
      linear_combination hj
  · intro hn
    -- the parity of a cell is well defined, and gives the alternating amplitude
    let c : ZMod n →+* ZMod 2 := ZMod.castHom hn.two_dvd (ZMod 2)
    let f : ZMod n → ℂ := fun i => if c i = 0 then 1 else -1
    have h2 : ∀ z : ZMod 2, z + 1 = 0 ↔ ¬ z = 0 := by decide
    have hf : ∀ i, f (i + 1) = -f i := by
      intro i
      by_cases hc : c i = 0 <;> simp [f, map_add, map_one, h2, hc]
    have hf' : ∀ i, f (i - 1) = -f i := by
      intro i
      have hi := hf (i - 1)
      rw [sub_add_cancel] at hi
      linear_combination hi
    have hf0 : f 0 = 1 := by simp [f]
    refine ⟨((a - b : ℝ) : ℂ), ⟨Sum.elim f f, fun h => ?_, ?_⟩, ?_⟩
    · have h0 : f 0 = 0 := congrFun h (Sum.inl 0)
      rw [hf0] at h0
      exact one_ne_zero h0
    · ext s
      rcases s with i | i
      · simp only [huckel_inl, Sum.elim_inl, Sum.elim_inr, Pi.smul_apply, smul_eq_mul, hf']
        push_cast
        ring
      · simp only [huckel_inr, Sum.elim_inl, Sum.elim_inr, Pi.smul_apply, smul_eq_mul, hf]
        push_cast
        ring
    · rw [Complex.norm_real, Real.norm_eq_abs]

/-- A ring of `2 n` atoms with equal positive bond weights has a level at zero if and only if
`n` is even. -/
theorem uniform_zero_level_iff {a : ℝ} (ha : 0 < a) : IsLevel n a a 0 ↔ Even n := by
  rw [← gap_attained_iff (n := n) ha ha]
  constructor
  · intro h
    exact ⟨0, h, by simp⟩
  · rintro ⟨x, h, hx⟩
    rw [sub_self, abs_zero, norm_eq_zero] at hx
    rwa [hx] at h

end

end AlternatingRing
```

```lean
#print axioms AlternatingRing.gap_and_bandwidth
-- 'AlternatingRing.gap_and_bandwidth' depends on axioms: [propext, Classical.choice, Quot.sound]
#print axioms AlternatingRing.top_level
-- 'AlternatingRing.top_level' depends on axioms: [propext, Classical.choice, Quot.sound]
#print axioms AlternatingRing.uniform_zero_level_iff
-- 'AlternatingRing.uniform_zero_level_iff' depends on axioms: [propext, Classical.choice, Quot.sound]
```

## The same algebra in Lean

`huckel_inl` and `huckel_inr` compute the two rows of $H\psi$ by expanding the matrix product. `sum_mix` contains the two elimination formulas as `h1` and `h2`, checked by splitting into real and imaginary parts and calling `ring`. `level_identity` applies it to both sublattices, and `linear_combination` adds the results.

`gap_and_bandwidth` uses a non-zero component of $\psi$ to show $N>0$, cancels $N$, and passes from squares to moduli with `abs_le_of_sq_le_sq`. `top_level` inserts the constant vector.

In `gap_attained_iff`, a vanishing sum of non-negative terms gives the sign changes. `frustrated` follows them through $k$ cells by induction and then sets $k=n$. For even $n$, the map `c` from `ZMod n` to `ZMod 2` supplies the parity of a cell, from which the alternating vector is built. `uniform_zero_level_iff` is the case of equal weights.

The device that deserves a closer look is the permutation `e : Equiv.Perm ι` in `sum_mix`. The lemma knows nothing about rings: it accepts any finite index set and any one-to-one rearrangement of it. `Equiv.sum_comp` then states that rearranging the terms leaves the sum unchanged. The ring enters only when `e` becomes `Equiv.subRight 1` or `Equiv.addRight 1`, the backward and forward shifts on `ZMod n`. Because arithmetic in `ZMod n` wraps around, as a periodic index does in a code, no boundary term has to be treated separately.

## Which rings and which levels the theorems describe

The atoms are the elements of `ZMod n ⊕ ZMod n`, with `Sum.inl i` for $A_i$ and `Sum.inr i` for $B_i$. The matrix `huckel n a b` has zero diagonal blocks, and its off-diagonal blocks are `bonds n a b` and the transpose. `IsLevel n a b x` says that a non-zero complex vector satisfies $H\psi=x\psi$. The number $x$ is allowed to be complex, so `‖x‖` is its modulus; since $H$ is real and symmetric, this is the usual absolute value.

Read in words, `gap_and_bandwidth` says that for non-negative real weights every level obeys both inequalities, for every non-zero $n$. `top_level` holds for all real weights. `gap_attained_iff` requires both weights to be positive and says that some level has modulus $|a-b|$ if and only if $n$ is even. `uniform_zero_level_iff` says the same of a zero level when $a=b>0$.

The condition `NeZero n` admits $n=1$, where both bonds join the same two atoms and their weights add. The levels are then $\pm(a+b)$, in agreement with the theorems. Proper rings start at $n=2$.

The signs of the weights matter. If $a$ and $b$ are non-zero with opposite signs, the level $a+b$ has modulus smaller than $|a-b|$, and the lower bound fails. If $b=0$ and $a>0$, the ring falls apart into pairs with levels $\pm a$, and the lower edge is reached for odd $n$ too. This is why the parity statement asks for more than non-negative weights.

The weights are given numbers, the same in every cell. Whether a molecule prefers alternating bonds is a separate question, and disorder, unequal site energies and longer-range couplings would change the matrix. The step from this model to a real ring is the assumption that its π electrons move independently, with only these two couplings; a measured excitation energy also contains electron interaction. For a code, the bounds apply to the eigenvalues of the matrix itself, while a diagonaliser returns them with rounding errors about which the theorems say nothing.
